# The integral of (1 + bu²)^(−5/4) over u > 0, which normalises the Gross–Kohn kernel, in closed form for b > 0

To run linear-response TDDFT with the Gross–Kohn exchange-correlation kernel, I first have to turn the difference between its zero- and infinite-frequency limits at a given density, together with the coefficient of its high-frequency tail, into its two parameters \(a\) and \(b\). The imaginary part is taken as \(a\omega/(1+b\omega^2)^{5/4}\), and the Kramers–Kronig relation at zero frequency then needs

\[
\int_0^\infty (1+bu^2)^{-5/4}\,du=\frac{\sqrt\pi\,\Gamma(3/4)}{2\sqrt b\,\Gamma(5/4)},\qquad b>0 .
\]

I have only ever copied this constant. Can it be derived rigorously, convergence included, and checked by machine?

## A Gaussian integral inside a Gamma integral

Yes, and a general decay exponent \(s\) costs nothing extra. For \(s>0\), the substitution \(x=(1+bu^2)t\) in the definition of \(\Gamma(s)\) gives

\[
\Gamma(s)(1+bu^2)^{-s}=\int_0^\infty t^{s-1}e^{-(1+bu^2)t}\,dt .
\]

At fixed \(t>0\) the frequency integral is Gaussian:

\[
\int_0^\infty t^{s-1}e^{-t}e^{-btu^2}\,du=\frac12\sqrt{\frac{\pi}{b}}\;t^{s-3/2}e^{-t}.
\]

The integrand is nonnegative, so Tonelli's theorem allows the two integrations to be exchanged. For \(s>1/2\) the remaining \(t\)-integral is \(\Gamma(s-1/2)\), and dividing by \(\Gamma(s)\) gives

\[
\int_0^\infty(1+bu^2)^{-s}\,du=\frac{\sqrt\pi\,\Gamma(s-1/2)}{2\sqrt b\,\Gamma(s)} .
\]

Setting \(s=5/4\) gives your constant. At \(s=1\) the formula reduces to the Lorentzian result \(\pi/(2\sqrt b)\).

The condition on \(s\) is sharp. If \(s\le 1/2\) and \(u>1\), then \(1+bu^2\le(1+b)^2u^2\), so

\[
(1+bu^2)^{-s}\ge(1+bu^2)^{-1/2}\ge\frac{1}{(1+b)u},
\]

and the integral diverges at least logarithmically.

For the kernel, the factor \(\omega\) cancels in the static dispersion integral:

\[
\frac2\pi\int_0^\infty\frac{1}{\omega}\,\frac{a\omega}{(1+b\omega^2)^{5/4}}\,d\omega
=\frac{a\,\Gamma(3/4)}{\sqrt\pi\sqrt b\,\Gamma(5/4)} .
\]

## What the Lean theorems say

`profile s b u` is \((1+bu^2)^{-s}\) with a real power, `imKernel a b w` is the imaginary part at real frequency \(w\), and `Ioi 0` is the open half-line of positive frequencies. `staticDispersion g` is \((2/\pi)\int_0^\infty g(w)/w\,dw\).

- `integral_profile` is the general formula for \(b>0\), \(s>1/2\).
- `integrableOn_profile_iff` says that, for \(b>0\), the profile is integrable exactly when \(s>1/2\).
- `grossKohn_normalisation` is the case \(s=5/4\).
- `staticDispersion_imKernel` evaluates the dispersion integral for any real \(a\) and \(b>0\).

The kernel's form is put in as a definition. It models the long-wavelength exchange-correlation kernel of the uniform electron gas, and the exponent \(5/4\) encodes a high-frequency tail proportional to \(\omega^{-3/2}\). The Kramers–Kronig relation itself, which identifies the dispersion integral with \(f_0-f_\infty\), the static limit minus the infinite-frequency limit, is physical input and is not derived.

```lean
import Mathlib

open MeasureTheory Set Real

namespace GrossKohnNormalisation

noncomputable section

/-- The frequency profile `(1 + b u²)^(-s)` with decay exponent `s`. -/
def profile (s b u : ℝ) : ℝ := (1 + b * u ^ 2) ^ (-s)

/-- The Gross-Kohn form of the imaginary part of the kernel at real frequency `w`. -/
def imKernel (a b w : ℝ) : ℝ := a * w / (1 + b * w ^ 2) ^ (5 / 4 : ℝ)

/-- The static Kramers-Kronig integral `(2/π) ∫ g(w)/w dw` over positive frequencies. -/
def staticDispersion (g : ℝ → ℝ) : ℝ := 2 / π * ∫ w in Ioi (0 : ℝ), g w / w

/-- The profile is positive at every frequency. -/
theorem profile_pos {b : ℝ} (hb : 0 < b) (s u : ℝ) : 0 < profile s b u :=
  Real.rpow_pos_of_pos (by positivity) _

/-- A nonnegative function on the half-line with a positive integral `c` has
the same integral in the extended nonnegative sense. -/
theorem lintegral_of_integral_pos {f : ℝ → ℝ} {c : ℝ} (hc : 0 < c)
    (h0 : ∀ x ∈ Ioi (0 : ℝ), 0 ≤ f x) (hf : ∫ x in Ioi (0 : ℝ), f x = c) :
    ∫⁻ x in Ioi (0 : ℝ), ENNReal.ofReal (f x) = ENNReal.ofReal c := by
  have hi : Integrable f (volume.restrict (Ioi (0 : ℝ))) := by
    by_contra h
    rw [integral_undef h] at hf
    linarith
  rw [← hf, ofReal_integral_eq_lintegral_ofReal hi
    (ae_restrict_of_forall_mem measurableSet_Ioi h0)]

/-- Schwinger representation: the profile is a superposition of Gaussians in frequency. -/
theorem schwinger {s b : ℝ} (hs : 0 < s) (hb : 0 < b) (u : ℝ) :
    ∫ t in Ioi (0 : ℝ), t ^ (s - 1) * Real.exp (-((1 + b * u ^ 2) * t))
      = Real.Gamma s * profile s b u := by
  have hp : 0 < 1 + b * u ^ 2 := by positivity
  rw [Real.integral_rpow_mul_exp_neg_mul_Ioi hs hp, profile, one_div,
    Real.inv_rpow hp.le, Real.rpow_neg hp.le, mul_comm]

/-- The frequency integral of one Gaussian component of the Schwinger representation. -/
theorem gaussian_component {b t : ℝ} (s : ℝ) (hb : 0 < b) (ht : 0 < t) :
    ∫ u in Ioi (0 : ℝ), t ^ (s - 1) * Real.exp (-((1 + b * u ^ 2) * t))
      = √(π / b) / 2 * (t ^ (s - 1 / 2 - 1) * Real.exp (-(1 * t))) := by
  have h : ∀ u : ℝ, t ^ (s - 1) * Real.exp (-((1 + b * u ^ 2) * t))
      = (t ^ (s - 1) * Real.exp (-t)) * Real.exp (-(b * t) * u ^ 2) := by
    intro u
    rw [mul_assoc, ← Real.exp_add]
    congr 2
    ring
  have h1 : √(π / (b * t)) = √(π / b) * t ^ (-(1 / 2) : ℝ) := by
    rw [← div_div, Real.sqrt_div (by positivity), Real.rpow_neg ht.le, ← Real.sqrt_eq_rpow]
    exact div_eq_mul_inv _ _
  have h2 : t ^ (s - 1 / 2 - 1) = t ^ (s - 1) * t ^ (-(1 / 2) : ℝ) := by
    rw [← Real.rpow_add ht]
    congr 1
    ring
  simp_rw [h]
  rw [integral_const_mul, integral_gaussian_Ioi, h1, h2, one_mul]
  ring

/-- Normalisation integral of the profile for any decay exponent `s > 1/2`. -/
theorem integral_profile {s b : ℝ} (hb : 0 < b) (hs : 1 / 2 < s) :
    ∫ u in Ioi (0 : ℝ), profile s b u
      = √π * Real.Gamma (s - 1 / 2) / (2 * √b * Real.Gamma s) := by
  have hs0 : 0 < s := by linarith
  have hG : 0 < Real.Gamma s := Real.Gamma_pos_of_pos hs0
  have hG' : 0 < Real.Gamma (s - 1 / 2) := Real.Gamma_pos_of_pos (by linarith)
  have hsb : 0 < √b := Real.sqrt_pos.2 hb
  have hq : 0 < √(π / b) / 2 := half_pos (Real.sqrt_pos.2 (div_pos Real.pi_pos hb))
  have hm : Measurable (fun p : ℝ × ℝ =>
      ENNReal.ofReal (p.2 ^ (s - 1) * Real.exp (-((1 + b * p.1 ^ 2) * p.2)))) :=
    Measurable.ennreal_ofReal (by fun_prop)
  -- exchange the frequency and Schwinger integrations
  have swap := lintegral_lintegral_swap (μ := volume.restrict (Ioi (0 : ℝ)))
    (ν := volume.restrict (Ioi (0 : ℝ)))
    (f := fun u t : ℝ =>
      ENNReal.ofReal (t ^ (s - 1) * Real.exp (-((1 + b * u ^ 2) * t)))) hm.aemeasurable
  have hL : ∫⁻ u in Ioi (0 : ℝ), ∫⁻ t in Ioi (0 : ℝ),
      ENNReal.ofReal (t ^ (s - 1) * Real.exp (-((1 + b * u ^ 2) * t)))
      = ∫⁻ u in Ioi (0 : ℝ), ENNReal.ofReal (Real.Gamma s * profile s b u) := by
    refine setLIntegral_congr_fun measurableSet_Ioi (fun u _ => ?_)
    exact lintegral_of_integral_pos (mul_pos hG (profile_pos hb s u))
      (fun t ht => mul_nonneg (Real.rpow_nonneg (mem_Ioi.1 ht).le _) (Real.exp_pos _).le)
      (schwinger hs0 hb u)
  have hR : ∫⁻ t in Ioi (0 : ℝ), ∫⁻ u in Ioi (0 : ℝ),
      ENNReal.ofReal (t ^ (s - 1) * Real.exp (-((1 + b * u ^ 2) * t)))
      = ENNReal.ofReal (√(π / b) / 2 * Real.Gamma (s - 1 / 2)) := by
    trans ∫⁻ t in Ioi (0 : ℝ), ENNReal.ofReal
      (√(π / b) / 2 * (t ^ (s - 1 / 2 - 1) * Real.exp (-(1 * t))))
    · refine setLIntegral_congr_fun measurableSet_Ioi (fun t ht => ?_)
      have ht0 : 0 < t := ht
      exact lintegral_of_integral_pos (by positivity) (fun u _ => by positivity)
        (gaussian_component s hb ht0)
    · refine lintegral_of_integral_pos (mul_pos hq hG') (fun t ht => ?_) ?_
      · have ht0 : 0 < t := ht
        positivity
      · rw [integral_const_mul,
          Real.integral_rpow_mul_exp_neg_mul_Ioi (by linarith) one_pos,
          div_one, Real.one_rpow, one_mul]
  have key := hL.symm.trans (swap.trans hR)
  have hmeas : Measurable (fun u : ℝ => Real.Gamma s * profile s b u) := by
    unfold profile
    fun_prop
  -- return to the ordinary integral and divide by Γ(s)
  have hI : ∫ u in Ioi (0 : ℝ), Real.Gamma s * profile s b u
      = √(π / b) / 2 * Real.Gamma (s - 1 / 2) := by
    rw [integral_eq_lintegral_of_nonneg_ae
      (ae_of_all _ fun u => (mul_pos hG (profile_pos hb s u)).le)
      hmeas.aestronglyMeasurable, key, ENNReal.toReal_ofReal (mul_pos hq hG').le]
  rw [integral_const_mul, Real.sqrt_div Real.pi_pos.le] at hI
  rw [eq_div_iff (mul_pos (mul_pos two_pos hsb) hG).ne']
  calc (∫ u in Ioi (0 : ℝ), profile s b u) * (2 * √b * Real.Gamma s)
      = 2 * √b * (Real.Gamma s * ∫ u in Ioi (0 : ℝ), profile s b u) := by ring
    _ = √π * Real.Gamma (s - 1 / 2) := by
      rw [hI]
      field_simp

/-- The profile is integrable over positive frequencies exactly when `s > 1/2`. -/
theorem integrableOn_profile_iff {s b : ℝ} (hb : 0 < b) :
    IntegrableOn (profile s b) (Ioi 0) ↔ 1 / 2 < s := by
  constructor
  · intro h
    by_contra hs
    have hs' : s ≤ 1 / 2 := not_lt.1 hs
    have h1 : Integrable (fun u => (1 + b) * profile s b u) (volume.restrict (Ioi (1 : ℝ))) :=
      Integrable.const_mul (h.mono_set (Ioi_subset_Ioi zero_le_one)) (1 + b)
    -- a slowly decaying profile dominates a multiple of 1/u
    have h2 : IntegrableOn (fun u : ℝ => u ^ (-1 : ℝ)) (Ioi 1) := by
      refine Integrable.mono' h1 (Measurable.aestronglyMeasurable (by fun_prop)) ?_
      refine ae_restrict_of_forall_mem measurableSet_Ioi (fun u hu => ?_)
      have hu1 : 1 < u := hu
      have hu0 : 0 < u := by linarith
      have hX : 1 ≤ 1 + b * u ^ 2 := by
        have : 0 < b * u ^ 2 := by positivity
        linarith
      have h3 : (1 + b * u ^ 2) ^ (-(1 / 2) : ℝ) ≤ profile s b u :=
        Real.rpow_le_rpow_of_exponent_le hX (by linarith)
      have h4 : ((1 + b) * u)⁻¹ ≤ (1 + b * u ^ 2) ^ (-(1 / 2) : ℝ) := by
        rw [Real.rpow_neg (by linarith), ← Real.sqrt_eq_rpow]
        refine inv_anti₀ (Real.sqrt_pos.2 (by linarith)) (Real.sqrt_le_iff.2 ⟨by positivity, ?_⟩)
        have h5 : 1 ≤ u ^ 2 := by nlinarith
        nlinarith [mul_pos hb (pow_pos hu0 2), sq_nonneg (b * u)]
      rw [Real.norm_of_nonneg (by positivity), Real.rpow_neg_one]
      calc u⁻¹ = (1 + b) * ((1 + b) * u)⁻¹ := by field_simp
        _ ≤ (1 + b) * profile s b u :=
          mul_le_mul_of_nonneg_left (h4.trans h3) (by linarith)
    exact absurd ((integrableOn_Ioi_rpow_iff one_pos).1 h2) (lt_irrefl _)
  · intro hs
    by_contra h
    have h1 := integral_profile hb hs
    rw [integral_undef h] at h1
    have hG : 0 < Real.Gamma s := Real.Gamma_pos_of_pos (by linarith)
    have hG' : 0 < Real.Gamma (s - 1 / 2) := Real.Gamma_pos_of_pos (by linarith)
    have h2 : 0 < √π * Real.Gamma (s - 1 / 2) / (2 * √b * Real.Gamma s) :=
      div_pos (mul_pos (Real.sqrt_pos.2 Real.pi_pos) hG')
        (mul_pos (mul_pos two_pos (Real.sqrt_pos.2 hb)) hG)
    linarith

/-- Gross-Kohn normalisation: the frequency integral of `(1 + b u²)^(-5/4)` in closed form. -/
theorem grossKohn_normalisation {b : ℝ} (hb : 0 < b) :
    ∫ u in Ioi (0 : ℝ), (1 + b * u ^ 2) ^ (-(5 / 4) : ℝ)
      = √π * Real.Gamma (3 / 4) / (2 * √b * Real.Gamma (5 / 4)) := by
  have h := integral_profile hb (show (1 / 2 : ℝ) < 5 / 4 by norm_num)
  rw [show (5 / 4 : ℝ) - 1 / 2 = 3 / 4 by norm_num] at h
  exact h

/-- The static Kramers-Kronig integral of the Gross-Kohn imaginary kernel in closed form. -/
theorem staticDispersion_imKernel (a : ℝ) {b : ℝ} (hb : 0 < b) :
    staticDispersion (imKernel a b)
      = a * Real.Gamma (3 / 4) / (√π * √b * Real.Gamma (5 / 4)) := by
  have h : ∫ w in Ioi (0 : ℝ), imKernel a b w / w
      = ∫ w in Ioi (0 : ℝ), a * (1 + b * w ^ 2) ^ (-(5 / 4) : ℝ) := by
    refine setIntegral_congr_fun measurableSet_Ioi (fun w hw => ?_)
    have hw0 : w ≠ 0 := (mem_Ioi.1 hw).ne'
    have hX : 0 < 1 + b * w ^ 2 := by positivity
    have hY : (1 + b * w ^ 2) ^ (5 / 4 : ℝ) ≠ 0 := (Real.rpow_pos_of_pos hX _).ne'
    change a * w / (1 + b * w ^ 2) ^ (5 / 4 : ℝ) / w = a * (1 + b * w ^ 2) ^ (-(5 / 4) : ℝ)
    rw [Real.rpow_neg hX.le, div_right_comm, mul_div_cancel_right₀ _ hw0]
    exact div_eq_mul_inv _ _
  have hG : Real.Gamma (5 / 4) ≠ 0 := (Real.Gamma_pos_of_pos (by norm_num)).ne'
  have hsb : √b ≠ 0 := (Real.sqrt_pos.2 hb).ne'
  have hsp : √π ≠ 0 := (Real.sqrt_pos.2 Real.pi_pos).ne'
  have hp : 2 / π = 2 / (√π * √π) := by rw [Real.mul_self_sqrt Real.pi_pos.le]
  rw [staticDispersion, h, integral_const_mul, grossKohn_normalisation hb, hp]
  field_simp

end

end GrossKohnNormalisation
```

```lean
#print axioms GrossKohnNormalisation.integrableOn_profile_iff
-- 'GrossKohnNormalisation.integrableOn_profile_iff' depends on axioms: [propext, Classical.choice, Quot.sound]
#print axioms GrossKohnNormalisation.grossKohn_normalisation
-- 'GrossKohnNormalisation.grossKohn_normalisation' depends on axioms: [propext, Classical.choice, Quot.sound]
#print axioms GrossKohnNormalisation.staticDispersion_imKernel
-- 'GrossKohnNormalisation.staticDispersion_imKernel' depends on axioms: [propext, Classical.choice, Quot.sound]
```

## How the proof follows the derivation

`schwinger` and `gaussian_component` are the first two displayed integrals of the derivation, the Gamma representation and the Gaussian frequency integral. In `integral_profile`, `lintegral_lintegral_swap` is the Tonelli step. It works with integrals valued in \([0,\infty]\), so `lintegral_of_integral_pos` carries the known real values across. `hL` and `hR` evaluate the two orders of integration, `hI` returns to the ordinary integral, and the closing `calc` divides out \(\Gamma(s)\).

In `integrableOn_profile_iff`, the forward direction is the comparison with \(1/u\): `h3` and `h4` are its two inequalities. The converse uses the fact that Mathlib assigns the value zero to the integral of a non-integrable function, which the positive closed form rules out.

The last theorem cancels \(w\) under the integral with `setIntegral_congr_fun`, inserts the normalisation and simplifies the prefactor.

## Setting the parameters in a code

Write the prescribed tail of the imaginary part as \(-c\,\omega^{-3/2}\) with \(c>0\), and suppose \(f_\infty>f_0\). Matching the tail gives \(a=-c\,b^{5/4}\). Equating the dispersion integral to \(f_0-f_\infty\) then yields

\[
b=\left[\frac{\gamma\,(f_\infty-f_0)}{c}\right]^{4/3},\qquad
\gamma=\frac{\sqrt\pi\,\Gamma(5/4)}{\Gamma(3/4)}\approx1.311 .
\]

A code evaluates \(b\) and then \(a\) at each local density, with \(\gamma\) stored once. This parameter matching is ordinary algebra added here; the file stops at the dispersion integral.
